# In finite dimension, invertible linear symmetries with $AB=wBA$, $w$ a primitive $q$-th root of unity, make every degeneracy a multiple of $q$

An eigensolver told to return ten states may stop in the middle of a degenerate level. A density built from the states it did return can then depend on an arbitrary choice of basis and break a symmetry of the Hamiltonian. Knowing a divisor of the degeneracy helps to expose such a cut.

Let $H$, $A$, $B$ be linear operators on a finite-dimensional complex space $V$. Suppose $A$ and $B$ are invertible, commute with $H$ and satisfy $AB=wBA$, where $w$ is a primitive $q$-th root of unity, $q\ge1$. Then $q$ divides the dimension of every eigenspace of $H$.

```lean
import Mathlib

open Module

namespace TwistedSymmetryDegeneracy

noncomputable section

variable {V : Type*} [AddCommGroup V] [Module ℂ V]
```

In Lean, operators are elements of `End ℂ V`, and `TwistedSymmetry` collects the conditions on $A$ and $B$. There is no inner product, so $H$ need not be Hermitian, nor $A$ and $B$ unitary. Antiunitary symmetries such as time reversal are not covered.

```lean
/-- Two invertible symmetries `A`, `B` of the Hamiltonian `H` which commute with each other up to
the complex factor `w`, that is `A B = w B A`. -/
structure TwistedSymmetry (H A B : End ℂ V) (w : ℂ) : Prop where
  bijA : Function.Bijective A
  bijB : Function.Bijective B
  commA : A * H = H * A
  commB : B * H = H * B
  twist : A * B = w • (B * A)
```

## Both operators commute with $H$

Physically, $A$ and $B$ are symmetries. If $Hv=Ev$, then $HAv=AHv=E\,Av$, so $A$ maps the level $E$ into itself, and so does $B$. `level_invariant` is this line, and it permits the restriction to a level in the main proof.

If only $A$ commutes with $H$, the conclusion can fail for every $q\ge2$: let $A$ and $B$ be the clock and shift operators defined below, and let $(Hf)(x)=x\,f(x)$ for $x=0,\dots,q-1$. This $H$ is Hermitian and commutes with $A$ but not with $B$, and its levels are nondegenerate.

```lean
/-- An operator that commutes with the Hamiltonian maps each energy level into itself. -/
theorem level_invariant {H A : End ℂ V} (h : A * H = H * A) (E : ℂ) :
    ∀ v ∈ End.eigenspace H E, A v ∈ End.eigenspace H E := by
  intro v hv
  rw [End.mem_eigenspace_iff] at hv ⊢
  have e : A (H v) = H (A v) := LinearMap.congr_fun h v
  rw [← e, hv, map_smul]
```

## A phase between invertible operators in finite dimension

The relation $AB=wBA$ says that the order of two symmetry operations matters only by a phase. For magnetic translations this is the Aharonov–Bohm phase of the enclosed flux.

On a space of dimension $d$, take determinants:

$$\det A\,\det B=w^d\,\det B\,\det A .$$

Invertibility makes both determinants nonzero, so they cancel and $w^d=1$. In `phase_pow_dim`, `det_ne` supplies the nonzero determinants, `LinearMap.det_smul` produces $w^d$, and `mul_right_cancel₀` cancels.

Without invertibility, $A=0$ satisfies the relation and forces nothing. Without the relation, $A=B=1$ are symmetries of any nondegenerate $H$. Without finite dimension the determinant is unavailable, and an infinitely degenerate level has no number to divide.

```lean
/-- If injective operators on a space of finite dimension `d` satisfy `A B = w B A`,
then `w ^ d = 1`. -/
theorem phase_pow_dim [FiniteDimensional ℂ V] {A B : End ℂ V} {w : ℂ}
    (hA : Function.Injective A) (hB : Function.Injective B)
    (h : A * B = w • (B * A)) : w ^ finrank ℂ V = 1 := by
  have det_ne : ∀ T : End ℂ V, Function.Injective T → LinearMap.det T ≠ 0 :=
    fun T hT h0 => (LinearMap.bot_lt_ker_of_det_eq_zero h0).ne' (LinearMap.ker_eq_bot.2 hT)
  -- the determinant does not see the order of the factors, only the phase
  have hd := congrArg (fun T : End ℂ V => LinearMap.det T) h
  simp only [map_mul, LinearMap.det_smul] at hd
  apply mul_right_cancel₀ (mul_ne_zero (det_ne B hB) (det_ne A hA))
  linear_combination -hd
```

## The phase has order exactly $q$

Primitive means that $w^n=1$ exactly when $q$ divides $n$. Apply the determinant argument to the restrictions of $A$ and $B$ to a level of dimension $d$: they remain injective and keep the relation, so $w^d=1$ and $q\mid d$. In `dvd_degeneracy` the restrictions are `A'` and `B'`, and `hw.dvd_of_pow_eq_one` is the last step. If $E$ is not an eigenvalue, the dimension is $0$.

```lean
/-- If two invertible symmetries of `H` on a finite-dimensional space satisfy `A B = w B A`
with `w` a primitive `q`-th root of unity, the dimension of every eigenspace of `H` is
divisible by `q`. -/
theorem dvd_degeneracy [FiniteDimensional ℂ V] {H A B : End ℂ V} {w : ℂ} {q : ℕ}
    (s : TwistedSymmetry H A B w) (hw : IsPrimitiveRoot w q) (E : ℂ) :
    q ∣ finrank ℂ (End.eigenspace H E) := by
  -- restrict both symmetries to the energy level
  let A' : End ℂ (End.eigenspace H E) := LinearMap.restrict A (level_invariant s.commA E)
  let B' : End ℂ (End.eigenspace H E) := LinearMap.restrict B (level_invariant s.commB E)
  have hA : Function.Injective A' :=
    fun x y hxy => Subtype.ext (s.bijA.1 (congrArg Subtype.val hxy))
  have hB : Function.Injective B' :=
    fun x y hxy => Subtype.ext (s.bijB.1 (congrArg Subtype.val hxy))
  have h : A' * B' = w • (B' * A') :=
    LinearMap.ext fun x => Subtype.ext (LinearMap.congr_fun s.twist x.1)
  exact hw.dvd_of_pow_eq_one _ (phase_pow_dim hA hB h)
```

For the phase $e^{2\pi i p/q}$, primitivity is coprimality of $p$ and $q$. Without it the divisor shrinks: $p/q=2/4$ guarantees only $2$. For magnetic translations of an electron, $p/q$ is, up to sign, the flux through the parallelogram spanned by the two translations, in units of $h/e$. The phase is assumed here, not derived from a magnetic field.

```lean
/-- Magnetic translations: if two invertible symmetries on a finite-dimensional space commute
up to the phase `exp (2πi p/q)`, with `p` and `q` coprime and `q` nonzero, the dimension of
every energy level is divisible by `q`. -/
theorem magnetic_translations [FiniteDimensional ℂ V] {H A B : End ℂ V} {p q : ℕ}
    (hq : q ≠ 0) (hpq : p.Coprime q)
    (s : TwistedSymmetry H A B (Complex.exp (2 * Real.pi * Complex.I * (p / q)))) (E : ℂ) :
    q ∣ finrank ℂ (End.eigenspace H E) :=
  dvd_degeneracy s (Complex.isPrimitiveRoot_exp_of_coprime p q hq hpq) E
```

Anticommuting linear symmetries have $w=-1$, hence $q=2$. Linearity matters: on a one-dimensional space, complex conjugation $K$ and $iK$ are antilinear, commute with a real $H$ and anticommute, yet the level is nondegenerate.

```lean
/-- If a Hamiltonian on a finite-dimensional space has two invertible symmetries that
anticommute, every energy level has even dimension. -/
theorem even_of_anticommuting [FiniteDimensional ℂ V] {H A B : End ℂ V}
    (s : TwistedSymmetry H A B (-1)) (E : ℂ) :
    Even (finrank ℂ (End.eigenspace H E)) :=
  even_iff_two_dvd.2 (dvd_degeneracy s (IsPrimitiveRoot.neg_one 0 (by norm_num)) E)
```

The same hypotheses show which states are degenerate. If $Hv=Ev$ and $Av=av$, then $B^kv$ also has energy $E$, and by induction

$$A B^{k+1}v=wB\,AB^kv=w^{k+1}a\,B^{k+1}v .$$

```lean
/-- Let `A` and `B` be invertible symmetries of `H` with `A B = w B A`. If `v` satisfies `H v = E v`
and `A v = a v`, then `B ^ k v` satisfies the same equation for `H`, while its factor under `A` is
`w ^ k a`. -/
theorem ladder {H A B : End ℂ V} {w E a : ℂ} {v : V} (s : TwistedSymmetry H A B w)
    (hE : H v = E • v) (ha : A v = a • v) (k : ℕ) :
    H ((B ^ k) v) = E • (B ^ k) v ∧ A ((B ^ k) v) = (w ^ k * a) • (B ^ k) v := by
  induction k with
  | zero => simp [hE, ha]
  | succ k ih =>
    have eH : B (H ((B ^ k) v)) = H (B ((B ^ k) v)) := LinearMap.congr_fun s.commB _
    have eA : A (B ((B ^ k) v)) = w • B (A ((B ^ k) v)) := LinearMap.congr_fun s.twist _
    rw [pow_succ' B k, End.mul_apply]
    constructor
    · rw [← eH, ih.1, map_smul]
    · rw [eA, ih.2, map_smul, smul_smul, pow_succ' w k, mul_assoc]
```

For $v\ne0$, invertibility gives $a\ne0$ and $B^kv\ne0$. Primitivity makes $a,wa,\dots,w^{q-1}a$ distinct, so $v,Bv,\dots,B^{q-1}v$ are linearly independent.

```lean
/-- Let `A` and `B` be invertible symmetries of `H` with `A B = w B A`. For `w` a primitive `q`-th
root of unity and `v` an eigenvector of `A`, the `q` states `v, B v, …, B ^ (q - 1) v` are linearly
independent. -/
theorem ladder_linearIndependent {H A B : End ℂ V} {w a : ℂ} {q : ℕ} {v : V}
    (s : TwistedSymmetry H A B w) (hw : IsPrimitiveRoot w q) (hv : v ≠ 0)
    (ha : A v = a • v) : LinearIndependent ℂ (fun k : Fin q => (B ^ (k : ℕ)) v) := by
  have ha0 : a ≠ 0 := by
    rintro rfl
    exact hv (s.bijA.1 (by rw [ha, zero_smul, map_zero]))
  have hne : ∀ k : ℕ, (B ^ k) v ≠ 0 := by
    intro k
    induction k with
    | zero => simpa using hv
    | succ k ih =>
      rw [pow_succ' B k, End.mul_apply]
      exact fun h => ih (s.bijB.1 (h.trans (map_zero B).symm))
  have hA : ∀ k : ℕ, A ((B ^ k) v) = (w ^ k * a) • (B ^ k) v := by
    intro k
    induction k with
    | zero => simp [ha]
    | succ k ih =>
      have eA : A (B ((B ^ k) v)) = w • B (A ((B ^ k) v)) := LinearMap.congr_fun s.twist _
      rw [pow_succ' B k, End.mul_apply, eA, ih, map_smul, smul_smul, pow_succ' w k, mul_assoc]
  -- the states belong to distinct eigenvalues of `A`
  exact End.eigenvectors_linearIndependent' A (fun k : Fin q => w ^ (k : ℕ) * a)
    (fun i j hij => Fin.ext (hw.pow_inj i.2 j.2 (mul_right_cancel₀ ha0 hij))) _
    (fun k => ⟨End.mem_eigenspace_iff.2 (hA k), hne k⟩)
```

## Clock and shift attain degeneracy $q$

On a ring of $q$ sites, let $(Cf)(x)=w^xf(x)$ and $(Sf)(x)=f(x-1)$.

```lean
/-- The clock operator on a ring of `q` sites: site `x` is multiplied by `w ^ x`. -/
def clock (q : ℕ) (w : ℂ) : End ℂ (ZMod q → ℂ) where
  toFun f x := w ^ x.val * f x
  map_add' f g := funext fun x => mul_add _ (f x) (g x)
  map_smul' c f := funext fun x => mul_left_comm _ c (f x)

/-- The shift operator translates a wave function on the ring by one site. -/
def shift (q : ℕ) : End ℂ (ZMod q → ℂ) where
  toFun f x := f (x - 1)
  map_add' _ _ := rfl
  map_smul' _ _ := rfl
```

Take two copies of the ring, with energies $E_0$ and $E_1$.

```lean
/-- The Hamiltonian of two copies of the ring, with energy `E₀` on the first copy and `E₁` on
the second. -/
def twoLevel (q : ℕ) (E₀ E₁ : ℂ) : End ℂ ((ZMod q → ℂ) × (ZMod q → ℂ)) :=
  LinearMap.prodMap (E₀ • LinearMap.id) (E₁ • LinearMap.id)
```

Both $CSf$ and $w\,SCf$ have the value $w^xf(x-1)$ at $x$; across the seam this uses $w^q=1$. $H$ is a scalar on each copy, so it commutes with both operators.

```lean
/-- For `w` a primitive `q`-th root of unity, `q` nonzero, clock and shift acting on both
copies of the ring are twisted symmetries of the two-level Hamiltonian. -/
theorem twistedSymmetry_witness (q : ℕ) [NeZero q] {w : ℂ} (hw : IsPrimitiveRoot w q)
    (E₀ E₁ : ℂ) : TwistedSymmetry (twoLevel q E₀ E₁)
      ((clock q w).prodMap (clock q w)) ((shift q).prodMap (shift q)) w := by
  have hw0 : w ≠ 0 := hw.ne_zero (NeZero.ne q)
  have hc : Function.Bijective (clock q w) := Function.bijective_iff_has_inverse.2
    ⟨fun f x => (w ^ x.val)⁻¹ * f x,
      fun f => funext fun x => inv_mul_cancel_left₀ (pow_ne_zero _ hw0) (f x),
      fun f => funext fun x => mul_inv_cancel_left₀ (pow_ne_zero _ hw0) (f x)⟩
  have hs : Function.Bijective (shift q) := Function.bijective_iff_has_inverse.2
    ⟨fun f x => f (x + 1), fun f => funext fun x => congrArg f (add_sub_cancel_right x 1),
      fun f => funext fun x => congrArg f (sub_add_cancel x 1)⟩
  have ht : clock q w * shift q = w • (shift q * clock q w) := by
    refine LinearMap.ext fun f => funext fun x => ?_
    -- one step along the ring changes the clock phase by `w`, also across the seam
    have hx : x.val = ((x - 1).val + 1) % q := by
      have h := ZMod.val_add (x - 1) 1
      rw [sub_add_cancel, ZMod.val_one_eq_one_mod, Nat.add_mod_mod] at h
      exact h
    have key : w ^ x.val = w * w ^ (x - 1).val := by
      rw [hx, ← pow_eq_pow_mod _ hw.pow_eq_one, pow_succ']
    show w ^ x.val * f (x - 1) = w * (w ^ (x - 1).val * f (x - 1))
    rw [key, mul_assoc]
  exact
    { bijA := hc.prodMap hc
      bijB := hs.prodMap hs
      commA := LinearMap.ext fun f =>
        Prod.ext ((clock q w).map_smul E₀ f.1) ((clock q w).map_smul E₁ f.2)
      commB := LinearMap.ext fun f =>
        Prod.ext ((shift q).map_smul E₀ f.1) ((shift q).map_smul E₁ f.2)
      twist := LinearMap.ext fun f =>
        Prod.ext (LinearMap.congr_fun ht f.1) (LinearMap.congr_fun ht f.2) }
```

If $E_0\ne E_1$, a state $(f,g)$ of energy $E_0$ satisfies $(E_1-E_0)g=0$, so $g=0$. The level is the first copy, of dimension exactly $q$, and no larger divisor holds in general.

```lean
/-- For `E₀ ≠ E₁` and `q` nonzero, the level `E₀` of the two-level Hamiltonian has dimension
exactly `q`. -/
theorem degeneracy_sharp (q : ℕ) [NeZero q] {E₀ E₁ : ℂ} (hE : E₀ ≠ E₁) :
    finrank ℂ (End.eigenspace (twoLevel q E₀ E₁) E₀) = q := by
  -- the level consists of the states living on the first copy
  have h : End.eigenspace (twoLevel q E₀ E₁) E₀ =
      LinearMap.range (LinearMap.inl ℂ (ZMod q → ℂ) (ZMod q → ℂ)) := by
    ext f
    rw [End.mem_eigenspace_iff]
    constructor
    · intro hf
      have h2 : E₁ • f.2 = E₀ • f.2 := congrArg Prod.snd hf
      have h3 : (E₁ - E₀) • f.2 = 0 := by rw [sub_smul, h2, sub_self]
      have h4 : f.2 = 0 := (smul_eq_zero.1 h3).resolve_left (sub_ne_zero.2 hE.symm)
      exact ⟨f.1, Prod.ext rfl h4.symm⟩
    · rintro ⟨g, rfl⟩
      refine Prod.ext rfl ?_
      show E₁ • (0 : ZMod q → ℂ) = E₀ • (0 : ZMod q → ℂ)
      rw [smul_zero, smul_zero]
  rw [h, LinearMap.finrank_range_of_inj LinearMap.inl_injective,
    Module.finrank_fintype_fun_eq_card, ZMod.card]

end

end TwistedSymmetryDegeneracy
```

```lean
#print axioms TwistedSymmetryDegeneracy.dvd_degeneracy
#print axioms TwistedSymmetryDegeneracy.magnetic_translations
#print axioms TwistedSymmetryDegeneracy.ladder_linearIndependent
#print axioms TwistedSymmetryDegeneracy.degeneracy_sharp
```

```
'TwistedSymmetryDegeneracy.dvd_degeneracy' depends on axioms: [propext, Classical.choice, Quot.sound]
'TwistedSymmetryDegeneracy.magnetic_translations' depends on axioms: [propext, Classical.choice, Quot.sound]
'TwistedSymmetryDegeneracy.ladder_linearIndependent' depends on axioms: [propext, Classical.choice, Quot.sound]
'TwistedSymmetryDegeneracy.degeneracy_sharp' depends on axioms: [propext, Classical.choice, Quot.sound]
```

## Checking a computed spectrum

For a non-interacting lattice model in a uniform field, on a finite torus whose boundary conditions respect both magnetic translations, first check numerically that $AH-HA$, $BH-HB$ and $AB-wBA$ vanish to rounding. Then group the eigenvalues within a tolerance and count each group. A count that is not a multiple of $q$ points to missing states or a badly chosen tolerance. A count that is a multiple of $q$ does not prove that the level is complete.
